# For one electron in real orbitals, $e^{T_1}$ rotates the occupied orbital, up to normalisation

**Q:** In a Brueckner coupled-cluster iteration I take the current singles amplitudes, mix virtual orbitals into the occupied ones accordingly, restore orthonormality, and solve the amplitude equations again. My code does the update as `C ← C exp(k)` with an antisymmetric $k$. Which $k$ belongs to given singles amplitudes $s$?

**A:** For one occupied orbital there is a closed answer. With $|s|=\sqrt{s\cdot s}$ and $s\neq0$, put

$$t=\frac{\arctan|s|}{|s|}\,s,\qquad k=\begin{pmatrix}0&-t^T\\ t&0\end{pmatrix}.$$

For $s=0$, take $t=0$. The first column of $e^k$ is then exactly $(1,s)/\sqrt{1+|s|^2}$. If you insert $s$ itself for $t$, with $0<|s|<\pi/2$, the direction is right but the mixing ratio becomes $\tan|s|$ instead of $|s|$. The two agree to first order, so the difference fades as the singles go to zero. With one virtual orbital and $s=1$, the correct angle is $\pi/4$.

**Q:** Derive it before you show me any code.

**A:** Let $\theta=\sqrt{t\cdot t}$. Block multiplication gives

$$k^2=\begin{pmatrix}-\theta^2&0\\0&-tt^T\end{pmatrix},\qquad k^3=-\theta^2k.$$

For $\theta\neq0$, consider

$$U(r)=1+\frac{\sin r\theta}{\theta}k+\frac{1-\cos r\theta}{\theta^2}k^2 .$$

Its derivative is $\cos(r\theta)\,k+\frac{\sin r\theta}{\theta}k^2$. Multiplying $U$ by $k$ and replacing $k^3$ gives the same expression, so $U'=kU$ with $U(0)=1$. Then $e^{-rk}U(r)$ has zero derivative and equals $1$ throughout, hence $U(1)=e^k$.

Acting on the occupied orbital $(1,0)$, $k$ gives $(0,t)$ and $k^2$ gives $(-\theta^2,0)$. Therefore

$$e^k(1,0)=\Big(\cos\theta,\ \frac{\sin\theta}{\theta}t\Big).$$

On the other side, for one electron the singles operator $T_1$ sends $(1,0)$ to $(0,s)$ and annihilates the virtual orbitals. Hence $T_1^2=0$ and $e^{T_1}(1,0)=(1,s)$. If the rotated orbital is $c\,(1,s)$, the occupied component forces $c=\cos\theta$, and the virtual part gives $\sin\theta\,t=\theta\cos\theta\,s$. Were $\cos\theta$ zero, this would require $\sin\theta=0$ as well, since $t\neq0$; that is impossible. So $\cos\theta\neq0$ and $s=(\tan\theta/\theta)\,t$. Reading the steps backwards gives the converse.

**Q:** Now the formal version. What is an orbital there?

**A:** A real coefficient vector indexed by `Unit ⊕ n`: one occupied label and a finite set `n` of virtual labels, in an orthonormal basis.

In Lean 4 with Mathlib:

```lean
import Mathlib

open Matrix
open scoped Matrix.Norms.Operator

namespace AbsorbingSingles

noncomputable section

variable {n : Type*}

/-- The orbital with component `c` on the occupied reference orbital and components `v` on the
virtual orbitals. -/
def orbital (c : ℝ) (v : n → ℝ) : Unit ⊕ n → ℝ := Sum.elim (fun _ => c) v
```

**Q:** And the sign convention of the generator?

**A:** Columns are source orbitals and rows are targets, so $+t$ in the lower left moves occupied amplitude into the virtuals.

```lean
/-- The antisymmetric generator `[[0, -tᵀ], [t, 0]]` of an occupied-virtual orbital rotation. -/
def rotGen (t : n → ℝ) : Matrix (Unit ⊕ n) (Unit ⊕ n) ℝ :=
  fromBlocks 0 (-replicateRow Unit t) (replicateCol Unit t) 0
```

**Q:** Coupled cluster's $T_1$ acts on many-electron states. Is yours the same operator?

**A:** In the one-electron sector, yes: it sends the occupied orbital to $\sum_a s_a|a\rangle$ and annihilates the virtuals. That is the matrix below.

```lean
/-- The singles operator `T1` with amplitudes `s`, which excites the occupied orbital into the
virtual ones. -/
def singles (s : n → ℝ) : Matrix (Unit ⊕ n) (Unit ⊕ n) ℝ :=
  fromBlocks 0 0 (replicateCol Unit s) 0
```

The rotation angle is the Euclidean length of the generator's vector $t$, not of the singles vector $s$. Mathlib's default norm on functions is a maximum norm, so the file defines the length through the dot product.

```lean
variable [Fintype n]

/-- The Euclidean norm of `t`, which is the rotation angle of the generator `rotGen t`. -/
def angle (t : n → ℝ) : ℝ := √(t ⬝ᵥ t)

/-- The square of `angle t` is the dot product of `t` with itself. -/
theorem angle_sq (t : n → ℝ) : angle t ^ 2 = t ⬝ᵥ t :=
  Real.sq_sqrt (Finset.sum_nonneg fun i _ => mul_self_nonneg (t i))
```

**Q:** Then your two block products should appear next.

**A:** They do, checked entry by entry over the four blocks. In the cube, the only sum needing help is $\sum_x t_i t_x t_x=(t\cdot t)\,t_i$.

```lean
/-- The squared generator does not mix the occupied orbital with the virtual ones. -/
theorem rotGen_mul_self (t : n → ℝ) :
    rotGen t * rotGen t = fromBlocks (-(angle t ^ 2) • 1) 0 0 (-vecMulVec t t) := by
  rw [angle_sq]
  ext (i | i) (j | j) <;>
    simp [rotGen, Matrix.mul_apply, Fintype.sum_sum_type, vecMulVec_apply, dotProduct]

variable [DecidableEq n]

/-- The cube of the generator is minus the squared angle times the generator. -/
theorem rotGen_cubed (t : n → ℝ) : rotGen t ^ 3 = -(angle t ^ 2) • rotGen t := by
  have h (i : n) : ∑ x, t i * t x * t x = (t ⬝ᵥ t) * t i := by
    rw [dotProduct, Finset.sum_mul]
    exact Finset.sum_congr rfl fun x _ => by ring
  rw [pow_succ, pow_two, rotGen_mul_self, angle_sq]
  ext (i | i) (j | j) <;>
    simp [rotGen, Matrix.mul_apply, Fintype.sum_sum_type, vecMulVec_apply, h]
```

**Q:** Is `NormedSpace.exp` the true matrix exponential, or a formula given that name?

**A:** It is the exponential series. The next lemma connects it to closed formulas by the argument I used above: differentiate $e^{-rA}U(r)$, find zero, compare $r=1$ with $r=0$, and multiply by $e^A$.

```lean
/-- A matrix curve that starts at the identity and obeys `U' = A U` reaches `exp A` at time one. -/
theorem exp_eq_of_flow {m : Type*} [Fintype m] [DecidableEq m] (A : Matrix m m ℝ)
    (U : ℝ → Matrix m m ℝ) (h0 : U 0 = 1) (hU : ∀ r, HasDerivAt U (A * U r) r) :
    NormedSpace.exp A = U 1 := by
  -- undoing the flow with exp(-rA) leaves a constant
  have hV : ∀ r, HasDerivAt (fun r : ℝ => NormedSpace.exp (r • (-A)) * U r) 0 r := by
    intro r
    refine ((hasDerivAt_exp_smul_const (𝕂 := ℝ) (-A) r).fun_mul (hU r)).congr_deriv ?_
    rw [mul_neg, neg_mul, mul_assoc, neg_add_cancel]
  have hc := is_const_of_deriv_eq_zero (fun r => (hV r).differentiableAt)
    (fun r => (hV r).deriv) 1 0
  simp only [one_smul, zero_smul, NormedSpace.exp_zero, h0, mul_one] at hc
  have hinv : NormedSpace.exp A * NormedSpace.exp (-A) = 1 := by
    rw [← Matrix.exp_add_of_commute A (-A) (Commute.refl A).neg_right, add_neg_cancel,
      NormedSpace.exp_zero]
  calc NormedSpace.exp A = NormedSpace.exp A * (NormedSpace.exp (-A) * U 1) := by
        rw [hc, mul_one]
    _ = U 1 := by rw [← mul_assoc, hinv, one_mul]
```

**Q:** The rotation theorem has `sinc` where you had quotients.

**A:** `Real.sinc` is $\sin x/x$ with value $1$ at zero, so one statement covers $t=0$ too. The virtual block uses

$$\frac{1-\cos\theta}{\theta^2}=\frac12\,\mathrm{sinc}^2\!\Big(\frac\theta2\Big).$$

The proof treats $\theta=0$ separately, where $k=0$. Otherwise `key` applies the flow lemma to my $U(r)$, `h3` supplies the cubic identity, and the half-angle formula converts the coefficient.

```lean
/-- The orbital rotation in occupied and virtual blocks, with `sinc x = sin x / x` continued by
`sinc 0 = 1`. -/
theorem exp_rotGen (t : n → ℝ) :
    NormedSpace.exp (rotGen t) = fromBlocks (Real.cos (angle t) • 1)
      (-(Real.sinc (angle t) • replicateRow Unit t)) (Real.sinc (angle t) • replicateCol Unit t)
      (1 - (Real.sinc (angle t / 2) ^ 2 / 2) • vecMulVec t t) := by
  by_cases hθ : angle t = 0
  · have ht : t = 0 := dotProduct_self_eq_zero.1 (by rw [← angle_sq, hθ]; norm_num)
    have hk : rotGen t = 0 := by
      subst ht
      ext (i | i) (j | j) <;> simp [rotGen]
    rw [hk, NormedSpace.exp_zero, hθ, ht]
    ext (i | i) (j | j) <;> simp [Matrix.one_apply]
  have h3 : rotGen t * (rotGen t * rotGen t) = -(angle t ^ 2) • rotGen t := by
    rw [← rotGen_cubed, pow_succ, pow_two, mul_assoc]
  -- the rotation through the angle r θ solves the flow equation
  have key := exp_eq_of_flow (rotGen t) (fun r => 1 + (Real.sin (r * angle t) / angle t) • rotGen t
      + ((1 - Real.cos (r * angle t)) / angle t ^ 2) • (rotGen t * rotGen t)) (by simp) (by
    intro r
    have hl : HasDerivAt (fun r : ℝ => r * angle t) (angle t) r := by
      simpa using (hasDerivAt_id' r).mul_const (angle t)
    have hs := (hl.sin.div_const (angle t)).congr_deriv (mul_div_cancel_right₀ _ hθ)
    have hc : HasDerivAt (fun r : ℝ => (1 - Real.cos (r * angle t)) / angle t ^ 2)
        (Real.sin (r * angle t) / angle t) r :=
      ((hl.cos.const_sub 1).div_const (angle t ^ 2)).congr_deriv (by field_simp)
    refine (((hs.smul_const (rotGen t)).const_add 1).fun_add
      (hc.smul_const (rotGen t * rotGen t))).congr_deriv ?_
    have hb : (1 - Real.cos (r * angle t)) / angle t ^ 2 * -(angle t ^ 2)
        = Real.cos (r * angle t) - 1 := by
      rw [mul_neg, div_mul_cancel₀ _ (pow_ne_zero 2 hθ)]; ring
    simp only [mul_add, mul_one, mul_smul_comm, h3, smul_smul, hb]
    module)
  have hcos : Real.cos (angle t) = 1 - 2 * Real.sin (angle t / 2) ^ 2 := by
    have h := Real.cos_two_mul (angle t / 2)
    rw [show 2 * (angle t / 2) = angle t by ring] at h
    linarith [Real.sin_sq_add_cos_sq (angle t / 2)]
  have hb : (1 - Real.cos (angle t)) / angle t ^ 2 = Real.sinc (angle t / 2) ^ 2 / 2 := by
    rw [Real.sinc_of_ne_zero (div_ne_zero hθ two_ne_zero), hcos]; ring
  have hb' : Real.sinc (angle t / 2) ^ 2 / 2 * angle t ^ 2 = 1 - Real.cos (angle t) := by
    rw [← hb, div_mul_cancel₀ _ (pow_ne_zero 2 hθ)]
  simp only [one_mul] at key
  rw [key, hb, ← Real.sinc_of_ne_zero hθ, rotGen_mul_self]
  ext (i | i) (j | j)
  · simp [rotGen]
    linarith
  · simp [rotGen]
  · simp [rotGen]
  · simp [rotGen, Matrix.one_apply, sub_eq_add_neg]
```

Orthogonality of this matrix is the familiar consequence of $k^T=-k$; the file gives it no separate theorem.

**Q:** So the new occupied orbital is just its first column.

**A:** Yes, and the corresponding statement for singles uses the flow lemma again, with the curve $1+rT_1$. It satisfies the equation because `hT` says $T_1^2=0$.

```lean
/-- The rotated occupied orbital has occupied component `cos θ` and virtual part `sinc θ · t`. -/
theorem rotated_occupied (t : n → ℝ) : NormedSpace.exp (rotGen t) *ᵥ orbital 1 0
    = orbital (Real.cos (angle t)) (Real.sinc (angle t) • t) := by
  rw [exp_rotGen]
  ext (i | i) <;> simp [orbital, Matrix.mulVec, dotProduct, Fintype.sum_sum_type]

/-- The exponential of the singles operator adds the virtual part `s` to the occupied orbital. -/
theorem exp_singles_occupied (s : n → ℝ) :
    NormedSpace.exp (singles s) *ᵥ orbital 1 0 = orbital 1 s := by
  have hT : singles s * singles s = 0 := by
    ext (i | i) (j | j) <;> simp [singles, Matrix.mul_apply, Fintype.sum_sum_type]
  have h := exp_eq_of_flow (singles s) (fun r => 1 + r • singles s) (by simp) (fun r =>
    (((hasDerivAt_id' r).smul_const (singles s)).const_add 1).congr_deriv (by simp [mul_add, hT]))
  rw [h]
  ext (i | i) <;>
    simp [singles, orbital, Matrix.mulVec, dotProduct, Fintype.sum_sum_type, Matrix.one_apply]
```

**Q:** Now the comparison. You allow any real factor `c`. Isn't that too generous?

**A:** It expresses proportionality, and the occupied component fixes `c` to $\cos\theta$. The condition on $s$ is written `angle t • s = Real.tan (angle t) • t`, which is $s=(\tan\theta/\theta)\,t$ after division by the nonzero angle. The hypothesis `t ≠ 0` matters: at $t=0$ that equation would read $0=0$ and accept every $s$, whereas the unrotated orbital matches only $s=0$.

In the proof, `h0` and `h1` are the occupied and virtual components. The inner `hc` rules out a vanishing cosine by choosing a nonzero entry of $t$ and using $\sin^2\theta+\cos^2\theta=1$. The last part is the converse, with `c` set to $\cos\theta$.

```lean
/-- For nonzero `t`, the rotated occupied orbital is proportional to `exp(T1)` acting on the
occupied orbital exactly when `cos θ ≠ 0` and the singles amplitudes are `s = (tan θ / θ) t`. -/
theorem rotation_eq_singles_iff (t s : n → ℝ) (ht : t ≠ 0) :
    (∃ c : ℝ, NormedSpace.exp (rotGen t) *ᵥ orbital 1 0
      = c • (NormedSpace.exp (singles s) *ᵥ orbital 1 0)) ↔
    Real.cos (angle t) ≠ 0 ∧ angle t • s = Real.tan (angle t) • t := by
  have hθ : angle t ≠ 0 := fun h =>
    ht (dotProduct_self_eq_zero.1 (by rw [← angle_sq, h]; norm_num))
  rw [rotated_occupied, exp_singles_occupied, Real.sinc_of_ne_zero hθ]
  constructor
  · rintro ⟨c, h⟩
    have h0 : Real.cos (angle t) = c := by simpa [orbital] using congrFun h (Sum.inl ())
    have h1 (i : n) : Real.sin (angle t) * t i = Real.cos (angle t) * (angle t * s i) := by
      have hi : Real.sin (angle t) / angle t * t i = c * s i := by
        simpa [orbital] using congrFun h (Sum.inr i)
      rw [h0, mul_left_comm, ← hi, ← mul_assoc, mul_div_cancel₀ _ hθ]
    have hc : Real.cos (angle t) ≠ 0 := by
      -- sine and cosine cannot vanish together
      intro hc
      obtain ⟨i, hi⟩ := Function.ne_iff.1 ht
      have hz := h1 i
      rw [hc, zero_mul] at hz
      have hs := (mul_eq_zero.1 hz).resolve_right hi
      have := Real.sin_sq_add_cos_sq (angle t)
      rw [hs, hc] at this
      norm_num at this
    refine ⟨hc, funext fun i => mul_left_cancel₀ hc ?_⟩
    simp only [Pi.smul_apply, smul_eq_mul]
    rw [← h1 i, ← mul_assoc, mul_comm (Real.cos _), Real.tan_mul_cos hc]
  · rintro ⟨hc, h⟩
    refine ⟨Real.cos (angle t), ?_⟩
    ext (i | i)
    · simp [orbital]
    · have hi : angle t * s i = Real.tan (angle t) * t i := by simpa using congrFun h i
      change Real.sin (angle t) / angle t * t i = Real.cos (angle t) * s i
      apply mul_left_cancel₀ hθ
      calc angle t * (Real.sin (angle t) / angle t * t i) = Real.sin (angle t) * t i := by
            rw [← mul_assoc, mul_div_cancel₀ _ hθ]
        _ = Real.cos (angle t) * (Real.tan (angle t) * t i) := by
            linear_combination (-(t i)) * Real.tan_mul_cos hc
        _ = angle t * (Real.cos (angle t) * s i) := by
            linear_combination (-Real.cos (angle t)) * hi
```

**Q:** Physically, what happens at $\cos\theta=0$?

**A:** The rotated orbital is orthogonal to the reference orbital. Since $e^{T_1}$ always leaves occupied component $1$, no finite singles vector describes that rotation.

**Q:** My code goes the other way, from $s$ to a rotation. Is the answer unique?

**A:** Among generators $k$ of the form above, which have no virtual-virtual block, with angle below $\pi$ and the positive normalisation $1/\sqrt{1+|s|^2}$, yes. The positive sign is part of the claim: for $s\neq0$, a rotation along $-s$ through $\pi-\arctan|s|$ yields the same orbital with its sign reversed.

For existence, the proof takes the $t$ I gave at the start. `hang` confirms that its length is $\arctan|s|$, and then $\cos\arctan|s|=1/\sqrt{1+|s|^2}$ and $\sin\arctan|s|=|s|/\sqrt{1+|s|^2}$ finish the components. The case $s=0$ uses $t=0$.

For uniqueness, suppose $t$ and $u$ both work. Their occupied components give equal cosines, and cosine is injective on $[0,\pi]$, so the angles agree. Below $\pi$ the common `sinc` factor is nonzero; cancelling it from the virtual components gives $t=u$.

```lean
/-- For every singles vector `s` there is exactly one `t` with angle below `π` whose rotation takes
the occupied orbital to `exp(T1)` acting on it, multiplied by the positive factor `1 / √(1 + s·s)`.
-/
theorem absorb_singles (s : n → ℝ) : ∃! t : n → ℝ, angle t < Real.pi ∧
    NormedSpace.exp (rotGen t) *ᵥ orbital 1 0
      = (√(1 + s ⬝ᵥ s))⁻¹ • (NormedSpace.exp (singles s) *ᵥ orbital 1 0) := by
  simp only [rotated_occupied, exp_singles_occupied]
  apply existsUnique_of_exists_of_unique
  · by_cases hs : s = 0
    · subst hs
      refine ⟨0, by simp [angle, Real.pi_pos], ?_⟩
      ext (i | i) <;> simp [orbital, angle]
    · have hx : angle s ≠ 0 := fun h =>
        hs (dotProduct_self_eq_zero.1 (by rw [← angle_sq, h]; norm_num))
      have hp : 0 < angle s := lt_of_le_of_ne (Real.sqrt_nonneg _) hx.symm
      have ha : 0 < Real.arctan (angle s) := by
        simpa using Real.arctan_strictMono hp
      -- rotate along s through the angle arctan |s|
      have hang : angle ((Real.arctan (angle s) / angle s) • s) = Real.arctan (angle s) := by
        have h2 : angle ((Real.arctan (angle s) / angle s) • s) ^ 2
            = Real.arctan (angle s) ^ 2 := by
          rw [angle_sq, smul_dotProduct, dotProduct_smul, ← angle_sq, smul_eq_mul, smul_eq_mul]
          field_simp
        exact (sq_eq_sq₀ (Real.sqrt_nonneg _) ha.le).1 h2
      refine ⟨(Real.arctan (angle s) / angle s) • s, ?_, ?_⟩
      · rw [hang]
        linarith [Real.arctan_lt_pi_div_two (angle s), Real.pi_pos]
      · rw [hang, Real.sinc_of_ne_zero ha.ne', Real.cos_arctan, Real.sin_arctan, ← angle_sq]
        ext (i | i)
        · simp [orbital]
        · simp only [orbital, Sum.elim_inr, Pi.smul_apply, smul_eq_mul]
          have ha' := ha.ne'
          field_simp
  · rintro t u ⟨ht, h⟩ ⟨hu, h'⟩
    have e := h.trans h'.symm
    have hc : Real.cos (angle t) = Real.cos (angle u) := congrFun e (Sum.inl ())
    have ha : angle t = angle u :=
      Real.injOn_cos ⟨Real.sqrt_nonneg _, ht.le⟩ ⟨Real.sqrt_nonneg _, hu.le⟩ hc
    have hn : Real.sinc (angle u) ≠ 0 := by
      by_cases h0 : angle u = 0
      · simp [h0]
      · rw [Real.sinc_of_ne_zero h0]
        exact div_ne_zero (Real.sin_pos_of_pos_of_lt_pi
          (lt_of_le_of_ne (Real.sqrt_nonneg _) (Ne.symm h0)) hu).ne' h0
    funext i
    have hi : Real.sinc (angle t) * t i = Real.sinc (angle u) * u i := congrFun e (Sum.inr i)
    rw [ha] at hi
    exact mul_left_cancel₀ hn hi

end

end AbsorbingSingles
```

```lean
#print axioms AbsorbingSingles.rotated_occupied
-- 'AbsorbingSingles.rotated_occupied' depends on axioms: [propext, Classical.choice, Quot.sound]
#print axioms AbsorbingSingles.rotation_eq_singles_iff
-- 'AbsorbingSingles.rotation_eq_singles_iff' depends on axioms: [propext, Classical.choice, Quot.sound]
#print axioms AbsorbingSingles.absorb_singles
-- 'AbsorbingSingles.absorb_singles' depends on axioms: [propext, Classical.choice, Quot.sound]
```

**Q:** Then does this establish that my Brueckner iteration converges?

**A:** No. There is no Hamiltonian here, no doubles and no amplitude equation, so nothing is said about convergence or energies. In a correlated calculation the other amplitudes change with the orbitals, and you must solve for the singles again after each update. Several occupied orbitals are not covered either: $t$ becomes a matrix, and a single angle is generally not enough. What you get is the exact conversion between singles amplitudes and an orbital rotation, for one electron in a finite real orthonormal basis.

**Q:** That still gives me something to test in the code.

**A:** Run it with one occupied orbital and an $s$ of length $|s|=1$. Build $k$ with the arctangent factor, exponentiate numerically, and compare the first column with $(1,s)/\sqrt{1+|s|^2}$. A wrong sign convention or a missing arctangent will show up at once.
